# For invertible diagonal $D$ and grade-raising $N$, the Neumann series of $(D+N)^{-1}$ is finite

Linear equations $(D+N)x=b$ with diagonal $D$ are often iterated by moving $Nx$ to the right and dividing by the entries of $D$. With a general coupling $N$ this can fail. For the single equation $(1+2)x=b$ with $b\neq 0$, split as $D=1$ and $N=2$ and started from zero, the iterates are $b,\,-b,\,3b,\,-5b,\dots$, which diverge although the solution is $b/3$. Even when such an iteration converges, stopping it usually leaves an error.

Neither problem arises if $N$ only feeds amplitudes of higher grade from amplitudes of lower grade. If the grades lie in $0,\dots,n$, the iteration is exact after $n+1$ sweeps, however strong the coupling. This describes a linear model of amplitude equations with one-way coupling between excitation levels. Full coupled-cluster equations are nonlinear and also couple downwards.

## Grades, denominators and one-way coupling

The basis is a finite type `ι`, and the entries lie in any field `K`, which includes the real and complex numbers.

```lean
import Mathlib

open Matrix

namespace GradedNeumannSeries

noncomputable section

variable {ι K : Type*} [Fintype ι] [DecidableEq ι] [Field K]
```

Each basis label $p$ has a grade $g(p)$, for instance an excitation level. The entry $N_{pq}$ carries amplitude $q$ into equation $p$, and it must vanish unless $g(q)<g(p)$. This also excludes coupling within a grade, so $N$ has zero diagonal. The condition is assumed here, not derived from a Hamiltonian.

```lean
/-- The coupling `N` only feeds amplitudes of strictly higher grade from those of lower grade. -/
def RaisesGrade {ι K : Type*} [Field K] (g : ι → ℕ) (N : Matrix ι ι K) : Prop :=
  ∀ p q, ¬ g q < g p → N p q = 0
```

Write $D=\mathrm{diag}(d)$, where $d_p$ plays the part of an energy denominator. One Jacobi sweep is
$$F(x)_p=\frac{b_p-(Nx)_p}{d_p}.$$
Amplitude solvers often write this as a correction: compute the residual $r=b-(D+N)x$ and add $r_p/d_p$ to $x_p$. For non-zero $d_p$ the two forms agree.

```lean
/-- One Jacobi update of the amplitudes `x` for the linear equations `(D + N) x = b`: `N x` is
subtracted from `b` and the result is divided entrywise by `d`. This is the standard Jacobi step
when `N` has zero diagonal. -/
def jacobiSweep (d : ι → K) (N : Matrix ι ι K) (b x : ι → K) : ι → K :=
  fun p => (b p - (N *ᵥ x) p) / d p
```

The first $m$ terms of the Neumann series are
$$S_m=\sum_{k=0}^{m-1}(-D^{-1}N)^kD^{-1}.$$

```lean
/-- The first `m` terms of the Neumann series of `(D + N)⁻¹` in powers of the coupling `N`. -/
def neumannSum (d : ι → K) (N : Matrix ι ι K) (m : ℕ) : Matrix ι ι K :=
  ∑ k ∈ Finset.range m, (-((diagonal d)⁻¹ * N)) ^ k * (diagonal d)⁻¹
```

## Each sweep settles one more grade

Suppose $x_q=y_q$ whenever $g(q)<k$, and take $p$ with $g(p)<k+1$. Then
$$(Nx)_p=\sum_{g(q)<g(p)}N_{pq}x_q=\sum_{g(q)<g(p)}N_{pq}y_q=(Ny)_p,$$
because every contributing $q$ has $g(q)<g(p)\le k$. Hence $F(x)_p=F(y)_p$. The case split on `g q < g p` separates the terms that agree from those that vanish.

```lean
omit [DecidableEq ι] in
/-- Let the coupling `N` raise the grade. If two sets of amplitudes agree below grade `k`, their
Jacobi updates agree below grade `k + 1`. -/
theorem jacobiSweep_agree {g : ι → ℕ} {N : Matrix ι ι K} (hN : RaisesGrade g N)
    (d b : ι → K) {x y : ι → K} {k : ℕ} (h : ∀ q, g q < k → x q = y q)
    (p : ι) (hp : g p < k + 1) :
    jacobiSweep d N b x p = jacobiSweep d N b y p := by
  have hxy : (N *ᵥ x) p = (N *ᵥ y) p := by
    simp only [Matrix.mulVec, dotProduct]
    refine Finset.sum_congr rfl fun q _ => ?_
    by_cases hq : g q < g p
    · rw [h q (by omega)]
    · rw [hN p q hq, zero_mul, zero_mul]
  simp only [jacobiSweep, hxy]
```

Apply this repeatedly to two arbitrary starting vectors. For $k=0$ there is no grade below $k$ and nothing to show. If $F^k(x)$ and $F^k(y)$ agree below grade $k$, one more sweep makes them agree below grade $k+1$.

```lean
omit [DecidableEq ι] in
/-- With a grade-raising coupling `N`, after `k` Jacobi sweeps the amplitudes below grade `k` do not
depend on the starting guess. -/
theorem iterate_agree {g : ι → ℕ} {N : Matrix ι ι K} (hN : RaisesGrade g N)
    (d b x y : ι → K) (k : ℕ) :
    ∀ p, g p < k → (jacobiSweep d N b)^[k] x p = (jacobiSweep d N b)^[k] y p := by
  induction k with
  | zero => intro p hp; omega
  | succ k ih =>
    intro p hp
    rw [Function.iterate_succ_apply', Function.iterate_succ_apply']
    exact jacobiSweep_agree hN d b ih p hp
```

## Fixed points solve the linear equations

With $d_p\neq0$ for every $p$,
$$F(x)_p=x_p\iff b_p-(Nx)_p=x_pd_p\iff \big((D+N)x\big)_p=b_p.$$
The hypothesis `hd` excludes vanishing denominators, which in perturbation theory would signal a degeneracy of the zeroth-order energies. It is what allows the division to be undone in `div_eq_iff`.

```lean
/-- With non-zero denominators, amplitudes are unchanged by a Jacobi sweep exactly when they
solve the linear equations `(D + N) x = b`. -/
theorem jacobiSweep_fixed_iff {d : ι → K} (hd : ∀ i, d i ≠ 0) (N : Matrix ι ι K)
    (b x : ι → K) :
    jacobiSweep d N b x = x ↔ (diagonal d + N) *ᵥ x = b := by
  rw [funext_iff, funext_iff]
  refine forall_congr' fun p => ?_
  rw [Matrix.add_mulVec, Pi.add_apply, Matrix.mulVec_diagonal]
  simp only [jacobiSweep]
  rw [div_eq_iff (hd p)]
  constructor <;> intro h <;> linear_combination (-1 : K) * h
```

After $n+1$ sweeps the iterate is such a fixed point. Indeed
$$F\big(F^{n+1}(x)\big)=F^{n+1}\big(F(x)\big)=F^{n+1}(x).$$
The last equality compares the starting vectors $F(x)$ and $x$. After $n+1$ sweeps their iterates agree below grade $n+1$, which is everywhere. The hypothesis `hg` says only that $g(p)\le n$, so some grades may be empty.

```lean
/-- If all grades are at most `n`, the denominators are non-zero and the coupling `N` raises the
grade, then `n + 1` Jacobi sweeps from any starting guess give an exact solution of `(D + N) x = b`.
-/
theorem jacobi_terminates {g : ι → ℕ} {n : ℕ} (hg : ∀ p, g p ≤ n) {d : ι → K}
    (hd : ∀ i, d i ≠ 0) {N : Matrix ι ι K} (hN : RaisesGrade g N) (b x : ι → K) :
    (diagonal d + N) *ᵥ ((jacobiSweep d N b)^[n + 1] x) = b := by
  rw [← jacobiSweep_fixed_iff hd]
  -- one more sweep at the end is the same as one more sweep at the start
  have h1 := (Function.iterate_succ_apply (jacobiSweep d N b) (n + 1) x).symm.trans
    (Function.iterate_succ_apply' (jacobiSweep d N b) (n + 1) x)
  rw [← h1]
  -- and the start has been forgotten in every grade
  funext p
  exact iterate_agree hN d b _ _ (n + 1) p (Nat.lt_succ_of_le (hg p))
```

## The truncated series is the iteration from zero

Separating the $k=0$ term gives
$$S_{m+1}=D^{-1}+(-D^{-1}N)S_m=D^{-1}(1-NS_m).$$

```lean
/-- The Neumann sum with one more term is obtained from the previous one by the recursion
`S ↦ D⁻¹ (1 - N S)`. -/
theorem neumannSum_succ (d : ι → K) (N : Matrix ι ι K) (m : ℕ) :
    neumannSum d N (m + 1) = (diagonal d)⁻¹ * (1 - N * neumannSum d N m) := by
  unfold neumannSum
  rw [Finset.sum_range_succ']
  simp only [pow_succ', pow_zero, one_mul, mul_assoc]
  rw [← Finset.mul_sum, mul_sub, mul_one, neg_mul, mul_assoc]
  abel
```

Acting on $b$, this reads $S_{m+1}b=D^{-1}(b-NS_mb)=F(S_mb)$. Since $S_0b=0$, induction gives $S_mb=F^m(0)$. In the proof, `hinv` first identifies $D^{-1}$ with the diagonal matrix of reciprocals.

```lean
/-- With non-zero denominators, the `m`-term Neumann sum applied to `b` is the result of `m` Jacobi
sweeps started from zero amplitudes. -/
theorem neumannSum_mulVec {d : ι → K} (hd : ∀ i, d i ≠ 0) (N : Matrix ι ι K)
    (b : ι → K) (m : ℕ) :
    neumannSum d N m *ᵥ b = (jacobiSweep d N b)^[m] 0 := by
  have hinv : (diagonal d)⁻¹ = diagonal (fun i => (d i)⁻¹) := by
    apply Matrix.inv_eq_right_inv
    rw [diagonal_mul_diagonal, ← diagonal_one]
    congr 1
    funext i
    exact mul_inv_cancel₀ (hd i)
  induction m with
  | zero => simp [neumannSum]
  | succ m ih =>
    funext p
    rw [Function.iterate_succ_apply', ← ih, neumannSum_succ, hinv, ← Matrix.mulVec_mulVec,
      Matrix.mulVec_diagonal, Matrix.sub_mulVec, Matrix.one_mulVec, ← Matrix.mulVec_mulVec]
    simp only [jacobiSweep, Pi.sub_apply]
    rw [div_eq_inv_mul]
```

## The inverse with $n+1$ terms

Combining the two results,
$$(D+N)S_{n+1}b=(D+N)F^{n+1}(0)=b\quad\text{for every }b,$$
so $(D+N)S_{n+1}=1$. For finite square matrices a right inverse is also a left inverse, hence
$$(D+N)^{-1}=\sum_{k=0}^{n}(-D^{-1}N)^kD^{-1}.$$
In Lean, `IsUnit` states invertibility and the second conjunct gives the inverse. For $n=0$ the coupling vanishes and the formula reduces to $D^{-1}$.

The upper limit invites a slip: the highest power is $n$, but the number of terms is $n+1$. `Finset.range (n + 1)` runs over $0,\dots,n$, whereas `Finset.range n` would lose the last power.

```lean
/-- For grades `0, ..., n`, non-zero diagonal `D` and grade-raising coupling `N`, the matrix
`D + N` is invertible and its inverse is the Neumann series cut off after the `n`-th power. -/
theorem inverse_eq_finite_neumann {g : ι → ℕ} {n : ℕ} (hg : ∀ p, g p ≤ n) {d : ι → K}
    (hd : ∀ i, d i ≠ 0) {N : Matrix ι ι K} (hN : RaisesGrade g N) :
    IsUnit (diagonal d + N) ∧
      (diagonal d + N)⁻¹ =
        ∑ k ∈ Finset.range (n + 1), (-((diagonal d)⁻¹ * N)) ^ k * (diagonal d)⁻¹ := by
  have hr : (diagonal d + N) * neumannSum d N (n + 1) = 1 := by
    -- compare the action on an arbitrary right-hand side
    apply Matrix.toLin'.injective
    refine LinearMap.ext fun b => ?_
    rw [Matrix.toLin'_apply, Matrix.toLin'_apply, Matrix.one_mulVec, ← Matrix.mulVec_mulVec,
      neumannSum_mulVec hd]
    exact jacobi_terminates hg hd hN b 0
  exact ⟨⟨⟨_, _, hr, mul_eq_one_comm.mp hr⟩, rfl⟩, Matrix.inv_eq_right_inv hr⟩
```

## A vanishing denominator makes the matrix singular

Ordered by grade, $D+N$ is block lower triangular, and within each grade only the diagonal of $D$ remains. Therefore
$$\det(D+N)=\prod_i d_i,$$
and an invertible $D+N$ has no $d_i=0$. The proof uses the transpose, which matches Mathlib's upper-triangular convention `BlockTriangular`, and shows that a zero $d_i$ makes the determinant of its grade's block vanish. The other direction is the inverse formula, with $n$ taken as the largest grade that occurs (or $0$ if the basis is empty).

```lean
/-- With a grade-raising coupling `N`, the matrix `D + N` is invertible if and only if no
diagonal entry of `D` vanishes. -/
theorem isUnit_iff_denominators_ne_zero {g : ι → ℕ} {N : Matrix ι ι K}
    (hN : RaisesGrade g N) (d : ι → K) :
    IsUnit (diagonal d + N) ↔ ∀ i, d i ≠ 0 := by
  constructor
  · intro h i hi
    have hT : (diagonal d + N)ᵀ.BlockTriangular g := by
      intro p q hpq
      have hlt : g q < g p := hpq
      have hne : q ≠ p := by
        rintro rfl
        exact lt_irrefl _ hlt
      rw [Matrix.transpose_apply, Matrix.add_apply, Matrix.diagonal_apply_ne _ hne,
        hN q p (by omega), add_zero]
    have hdet : (diagonal d + N)ᵀ.det ≠ 0 := by
      rw [det_transpose]
      exact ((Matrix.isUnit_iff_isUnit_det _).mp h).ne_zero
    rw [hT.det, Finset.prod_ne_zero_iff] at hdet
    apply hdet (g i) (Finset.mem_image_of_mem g (Finset.mem_univ i))
    -- inside one grade only the diagonal survives
    have hb : (diagonal d + N)ᵀ.toSquareBlock g (g i) =
        diagonal (fun q : {q // g q = g i} => d q) := by
      ext p q
      have hz : N q p = 0 := hN q p (by rw [p.2, q.2]; exact lt_irrefl _)
      by_cases hpq : p = q
      · subst hpq
        simp [toSquareBlock_def, hz]
      · have hne : (p : ι) ≠ q := fun e => hpq (Subtype.ext e)
        simp [toSquareBlock_def, hz, hpq, hne]
    rw [hb, det_diagonal]
    exact Finset.prod_eq_zero (Finset.mem_univ ⟨i, rfl⟩) hi
  · intro hd
    exact (inverse_eq_finite_neumann (n := Finset.univ.sup g)
      (fun p => Finset.le_sup (Finset.mem_univ p)) hd hN).1
```

## A three-level ladder needs its third term

Let level 0 feed level 1 and level 1 feed level 2, both with unit strength, and call the coupling matrix $L$.

```lean
/-- A three-level ladder in which each level feeds the next one with unit strength. -/
def ladder : Matrix (Fin 3) (Fin 3) ℚ := !![0, 0, 0; 1, 0, 0; 0, 1, 0]
```

The grades are $0,1,2$, so $n=2$. With $D=1$ the first two terms are $S_2=1-L$, and
$$(1+L)(1-L)=1-L^2\neq1,$$
since $(L^2)_{20}=1$. This entry is the double step from the lowest level to the highest, which the $k=2$ term supplies. The proof reads off the same entry to reach a contradiction.

```lean
/-- The ladder raises the grade `0, 1, 2` of its levels, and with unit denominators the first
two terms of the Neumann series do not yet invert `D + N`. -/
theorem ladder_witness :
    RaisesGrade (fun i : Fin 3 => (i : ℕ)) ladder ∧
      (diagonal (fun _ => 1) + ladder) * neumannSum (fun _ => 1) ladder 2 ≠ 1 := by
  constructor
  · intro p q h
    fin_cases p <;> fin_cases q <;> simp_all [ladder]
  · intro h
    have hs : neumannSum (fun _ => 1) ladder 2 = 1 - ladder := by
      simp [neumannSum, Finset.sum_range_succ, sub_eq_add_neg]
    have e : (1 + ladder) * (1 - ladder) = 1 - ladder * ladder := by noncomm_ring
    rw [hs, diagonal_one, e] at h
    -- the double step from the lowest to the highest level is missing
    have h20 := congrFun (congrFun (sub_eq_self.mp h) 2) 0
    simp [ladder, Matrix.mul_apply, Fin.sum_univ_succ] at h20

end

end GradedNeumannSeries
```

```lean
#print axioms GradedNeumannSeries.inverse_eq_finite_neumann
#print axioms GradedNeumannSeries.isUnit_iff_denominators_ne_zero
```

```
'GradedNeumannSeries.inverse_eq_finite_neumann' depends on axioms: [propext, Classical.choice, Quot.sound]
'GradedNeumannSeries.isUnit_iff_denominators_ne_zero' depends on axioms: [propext, Classical.choice, Quot.sound]
```
